# At fixed nonnegative couplings, every nonzero Gutzwiller minimizer of a connected layer stack has quasiparticle weight in all layers

Stack a metal against a Mott insulator. Quasiparticles enter the insulating layers from the metal, and one may ask whether a large enough repulsion stops them at some layer.

Take finitely many layers, indexed by `n`, with amplitudes $x_i\in[-1,1]$ and quasiparticle weights $x_i^2$.

```lean
import Mathlib

open Finset

namespace MetalMottInterface

noncomputable section

variable {n : Type*} [Fintype n]
```

The energy is

$$E(x)=\sum_i \tfrac{U_i}{4}\Bigl(1-\sqrt{1-x_i^2}\Bigr)-\sum_{i,j}J_{ij}x_ix_j .$$

The first term is $U_i$ times the half-filled Gutzwiller double occupancy. The second is the kinetic energy gained by hopping between layers; each pair is counted twice, so for symmetric $J$ two layers with amplitudes 1 gain $2J_{ij}$.

```lean
/-- Gutzwiller energy of a layered system with amplitudes `x i` in `[-1, 1]`, local repulsions
`U i` and interlayer couplings `J i j`; the quasiparticle weight of layer `i` is `x i ^ 2`. -/
def energy (U : n → ℝ) (J : n → n → ℝ) (x : n → ℝ) : ℝ :=
  ∑ i, U i / 4 * (1 - √(1 - x i ^ 2)) - ∑ i, ∑ j, J i j * x i * x j
```

When $J$ is symmetric with zero diagonal, the other layers act on layer $i$ through the field $h_i=2\sum_j J_{ij}x_j$.

```lean
/-- The proximity field at layer `i`, twice the sum of `J i j * x j` over `j`. For symmetric
couplings without diagonal part it is the field that the other layers exert on layer `i`. -/
def proximityField (J : n → n → ℝ) (x : n → ℝ) (i : n) : ℝ := 2 * ∑ j, J i j * x j
```

A minimizer is compared with every state in the box, not only with nearby ones.

```lean
/-- `x` minimizes the Gutzwiller energy among all amplitudes in `[-1, 1]`. -/
def IsMinimizer (U : n → ℝ) (J : n → n → ℝ) (x : n → ℝ) : Prop :=
  (∀ i, |x i| ≤ 1) ∧ ∀ y : n → ℝ, (∀ i, |y i| ≤ 1) → energy U J x ≤ energy U J y
```

From (b) on, the conditions on $U$ and $J$ are used as needed: $U_i\ge0$ (repulsion), $J_{ij}=J_{ji}\ge0$, and $J_{ii}=0$. The last condition leaves out the kinetic energy within a layer, which real layers have; in this model an isolated layer with $U_i>0$ therefore has $x_i=0$. The couplings are fixed numbers, not recomputed from the electronic state. A nonzero $x_i$ means that layer $i$ carries quasiparticle weight. This alone does not make the stack conduct, since quasiparticles that fill a band completely form a band insulator.

## (a) A lowest state

Show that some $x$ in the box satisfies $E(x)\le E(y)$ for all $y$ in the box.

**Solution.** $E$ is continuous and $[-1,1]^n$ is compact and nonempty, so the minimum is attained.

```lean
/-- A minimizer of the Gutzwiller energy exists. -/
theorem exists_minimizer (U : n → ℝ) (J : n → n → ℝ) : ∃ x, IsMinimizer U J x := by
  have hmem : ∀ y : n → ℝ, y ∈ Set.pi Set.univ (fun _ : n => Set.Icc (-1 : ℝ) 1) ↔
      ∀ i, |y i| ≤ 1 := by
    intro y
    simp only [Set.mem_pi, Set.mem_univ, true_imp_iff, Set.mem_Icc, abs_le]
  have hcont : Continuous (energy U J) := by
    unfold energy
    fun_prop
  obtain ⟨x, hx, hmin⟩ := (isCompact_univ_pi (fun _ : n => isCompact_Icc)).exists_isMinOn
    ⟨0, (hmem 0).2 (by simp)⟩ hcont.continuousOn
  exact ⟨x, (hmem x).1 hx, fun y hy => hmin ((hmem y).2 hy)⟩
```

## (b) Changing one layer

Replace $x_i$ by $t$, giving $x'$. Show that

$$E(x')=E(x)+\tfrac{U_i}{4}\Bigl(\sqrt{1-x_i^2}-\sqrt{1-t^2}\Bigr)-h_i(t-x_i).$$

**Solution.** Only layer $i$ changes the repulsion. With $\delta=t-x_i$, the coupling sum grows by
$$\delta\sum_b J_{ib}x_b+\delta\sum_a J_{ai}x_a+\delta^2J_{ii}=h_i\delta,$$
by symmetry and $J_{ii}=0$. In Lean, `h1` and `h2` are these two changes.

```lean
/-- For symmetric couplings without diagonal part, changing the amplitude of one layer to `t`
changes the energy by a local repulsion term and a term linear in the proximity field. -/
theorem energy_update [DecidableEq n] (U : n → ℝ) {J : n → n → ℝ}
    (hs : ∀ i j, J i j = J j i) (hd : ∀ i, J i i = 0) (x : n → ℝ) (i : n) (t : ℝ) :
    energy U J (Function.update x i t) = energy U J x
      + U i / 4 * (√(1 - x i ^ 2) - √(1 - t ^ 2)) - proximityField J x i * (t - x i) := by
  have hy : ∀ a, Function.update x i t a
      = x a + (t - x i) * (if a = i then (1 : ℝ) else 0) := by
    intro a
    by_cases h : a = i
    · subst h
      simp
    · simp [h]
  -- only layer `i` contributes to the change of the repulsion
  have h1 : ∑ a, U a / 4 * (1 - √(1 - (Function.update x i t a) ^ 2))
      - ∑ a, U a / 4 * (1 - √(1 - x a ^ 2))
      = U i / 4 * (√(1 - x i ^ 2) - √(1 - t ^ 2)) := by
    rw [← Finset.sum_sub_distrib, Finset.sum_eq_single i]
    · simp only [Function.update_self]
      ring
    · intro b _ hb
      simp [Function.update_of_ne hb]
    · simp
  -- the coupling energy is linear in the amplitude of layer `i`
  have h2 : ∑ a, ∑ b, J a b * Function.update x i t a * Function.update x i t b
      = ∑ a, ∑ b, J a b * x a * x b + proximityField J x i * (t - x i) := by
    have e : ∀ a b, J a b * Function.update x i t a * Function.update x i t b
        = J a b * x a * x b
          + (t - x i) * ((if a = i then (1 : ℝ) else 0) * (J a b * x b))
          + (t - x i) * ((if b = i then (1 : ℝ) else 0) * (J a b * x a))
          + (t - x i) ^ 2 * ((if a = i then (1 : ℝ) else 0)
            * ((if b = i then (1 : ℝ) else 0) * J a b)) := by
      intro a b
      rw [hy a, hy b]
      ring
    have hsym : ∑ a, J a i * x a = ∑ a, J i a * x a :=
      Finset.sum_congr rfl fun a _ => by rw [hs a i]
    simp_rw [e, Finset.sum_add_distrib, ← Finset.mul_sum]
    simp only [ite_mul, one_mul, zero_mul, Finset.sum_ite_eq', Finset.mem_univ, if_true]
    rw [hsym, hd i]
    unfold proximityField
    ring
  unfold energy
  linarith
```

## (c) One layer in a field

Let $u\ge0$, and let $x$ maximize $u\sqrt{1-t^2}+ht$ over $|t|\le1$. Show that $x\sqrt{h^2+u^2}=h$.

**Solution.** Put $R=\sqrt{h^2+u^2}$ and $c=\sqrt{1-x^2}$. If $R=0$, then $h=0$ and the claim holds. Otherwise the trial value $t=h/R$ gives $\sqrt{1-t^2}=u/R$ and the objective $R$, so $R\le uc+hx$ (`key`). Since $x^2+c^2=1$,

$$(xR-h)^2+(cR-u)^2=2R\,(R-uc-hx)\le0,$$

where the equality is `hid`. Both squares vanish, so $xR=h$.

```lean
/-- A single layer with `u ≥ 0` in a field `h`: an amplitude `x` in `[-1, 1]` that maximizes
`u √(1 - t²) + h t` over `[-1, 1]` satisfies `x √(h² + u²) = h`. -/
theorem single_layer_response {u h x : ℝ} (hu : 0 ≤ u) (hx : |x| ≤ 1)
    (hmax : ∀ t : ℝ, |t| ≤ 1 → u * √(1 - t ^ 2) + h * t ≤ u * √(1 - x ^ 2) + h * x) :
    x * √(h ^ 2 + u ^ 2) = h := by
  have hR2 : √(h ^ 2 + u ^ 2) ^ 2 = h ^ 2 + u ^ 2 := Real.sq_sqrt (by positivity)
  have hR0 := Real.sqrt_nonneg (h ^ 2 + u ^ 2)
  generalize √(h ^ 2 + u ^ 2) = R at hR2 hR0 ⊢
  have hc2 : √(1 - x ^ 2) ^ 2 = 1 - x ^ 2 :=
    Real.sq_sqrt (by linarith [(sq_le_one_iff_abs_le_one x).2 hx])
  rcases hR0.eq_or_lt with h0 | hpos
  · rw [← h0] at hR2
    have h2 : h ^ 2 = 0 := by nlinarith [sq_nonneg h, sq_nonneg u]
    have h3 : h = 0 := (pow_eq_zero_iff two_ne_zero).1 h2
    rw [← h0, h3, mul_zero]
  · -- compare with the trial amplitude `h / R`
    have hs : √(1 - (h / R) ^ 2) = u / R := by
      have h1 : 1 - (h / R) ^ 2 = (u / R) ^ 2 := by
        field_simp
        linarith
      rw [h1, Real.sqrt_sq (by positivity)]
    have ht : |h / R| ≤ 1 := by
      rw [abs_div, abs_of_pos hpos, div_le_one hpos]
      exact abs_le_of_sq_le_sq (by nlinarith [sq_nonneg u]) hpos.le
    have key := hmax _ ht
    have e : u * (u / R) + h * (h / R) = R := by
      field_simp
      linarith
    rw [hs, e] at key
    have hid : (x * R - h) ^ 2 + (√(1 - x ^ 2) * R - u) ^ 2
        = 2 * (R * (R - (u * √(1 - x ^ 2) + h * x))) := by
      linear_combination R ^ 2 * hc2 - hR2
    have hle : (x * R - h) ^ 2 ≤ 0 := by
      nlinarith [mul_nonneg hpos.le (sub_nonneg.2 key), sq_nonneg (√(1 - x ^ 2) * R - u)]
    have hz := (pow_eq_zero_iff two_ne_zero).1 (le_antisymm hle (sq_nonneg _))
    linarith
```

## (d) The response of a layer in the stack

Show that every minimizer satisfies $x_i\sqrt{h_i^2+(U_i/4)^2}=h_i$.

**Solution.** Insert (b) into $E(x)\le E(x')$:
$$\tfrac{U_i}{4}\sqrt{1-t^2}+h_it\le\tfrac{U_i}{4}\sqrt{1-x_i^2}+h_ix_i .$$
This is the hypothesis of (c) with $u=U_i/4$. If $h_i=U_i=0$, the law leaves $x_i$ free.

```lean
/-- Response law: for symmetric couplings without diagonal part and `U ≥ 0`, the amplitude `x` of
each layer in a minimizer, its repulsion `U` and its proximity field `h` satisfy
`x √(h² + (U/4)²) = h`. -/
theorem response_law {U : n → ℝ} {J : n → n → ℝ} (hU : ∀ i, 0 ≤ U i)
    (hs : ∀ i j, J i j = J j i) (hd : ∀ i, J i i = 0) {x : n → ℝ}
    (hx : IsMinimizer U J x) (i : n) :
    x i * √(proximityField J x i ^ 2 + (U i / 4) ^ 2) = proximityField J x i := by
  classical
  refine single_layer_response (by linarith [hU i]) (hx.1 i) fun t ht => ?_
  have h := hx.2 (Function.update x i t) (by
    intro a
    by_cases ha : a = i
    · subst ha
      simpa using ht
    · simpa [ha] using hx.1 a)
  rw [energy_update U hs hd] at h
  linarith
```

## (e) Removing the signs

Show that if $x$ is a minimizer, so is $|x|=(|x_i|)_i$: $E(|x|)\le E(y)$ for all $y$ in the box.

**Solution.** The repulsion depends on $x_i^2$ only, and $J_{ij}x_ix_j\le J_{ij}|x_i||x_j|$. Hence $E(|x|)\le E(x)\le E(y)$.

```lean
/-- For nonnegative couplings, the absolute values of a minimizer again form a minimizer. -/
theorem minimizer_abs {U : n → ℝ} {J : n → n → ℝ} (hJ : ∀ i j, 0 ≤ J i j) {x : n → ℝ}
    (hx : IsMinimizer U J x) : IsMinimizer U J (fun i => |x i|) := by
  refine ⟨fun i => by simpa using hx.1 i, fun y hy => le_trans ?_ (hx.2 y hy)⟩
  unfold energy
  simp only [sq_abs]
  refine sub_le_sub_left (Finset.sum_le_sum fun a _ => Finset.sum_le_sum fun b _ => ?_) _
  rw [mul_assoc, mul_assoc, ← abs_mul]
  exact mul_le_mul_of_nonneg_left (le_abs_self _) (hJ a b)
```

## (f) No layer is left out

Let nonzero couplings join any two layers by a path. Show that a minimizer $x\ne0$ has $x_i\ne0$ for every $i$.

**Solution.** Suppose $x_i=0$. At any layer $b$ with $x_b=0$, the law (d) for $|x|$ gives $0=2\sum_kJ_{bk}|x_k|$. All terms are nonnegative, so each vanishes, and $J_{bc}\ne0$ forces $x_c=0$. Following paths from $i$ gives $x=0$, a contradiction. Without (e), terms of opposite sign could cancel.

```lean
/-- No layer is left out: for `U ≥ 0` and symmetric nonnegative couplings without diagonal part that
connect all layers, a nonzero minimizer vanishes in no layer. -/
theorem metallic_weight_everywhere {U : n → ℝ} {J : n → n → ℝ} (hU : ∀ i, 0 ≤ U i)
    (hs : ∀ i j, J i j = J j i) (hd : ∀ i, J i i = 0) (hJ : ∀ i j, 0 ≤ J i j)
    (hconn : ∀ i j, Relation.ReflTransGen (fun a b => J a b ≠ 0) i j)
    {x : n → ℝ} (hx : IsMinimizer U J x) (hne : x ≠ 0) (i : n) : x i ≠ 0 := by
  intro hi
  apply hne
  funext j
  -- a vanishing amplitude spreads along the couplings
  induction hconn i j with
  | refl => exact hi
  | @tail b c _ hbc ih =>
    have hb : x b = 0 := ih
    have law := response_law hU hs hd (minimizer_abs hJ hx) b
    simp only [hb, abs_zero, zero_mul] at law
    have hsum : ∑ k, J b k * |x k| = 0 := by
      unfold proximityField at law
      linarith
    have hc := (Finset.sum_eq_zero_iff_of_nonneg
      (fun k _ => mul_nonneg (hJ b k) (abs_nonneg (x k)))).1 hsum c (Finset.mem_univ c)
    exact abs_eq_zero.1 ((mul_eq_zero.1 hc).resolve_left hbc)
```

The path argument rests on `Relation.ReflTransGen`, the relation "reachable in finitely many steps". Its induction has two cases: `refl`, where the path has not left $i$, and `tail`, where a path to `b` is extended by one coupling to `c`. The second case is exactly the step from $x_b=0$ to $x_c=0$, and no path lengths are needed.

The condition $x\ne0$ matters: for two layers with coupling $J$ and equal $U\ge8J$, the state $x=0$ is itself a minimizer.

## (g) How much leaks in

Show that every minimizer satisfies $|x_i|\,U_i\le8\sum_jJ_{ij}$.

**Solution.** By (d) and $|x_j|\le1$,
$$|x_i|\tfrac{U_i}{4}\le|x_i|\sqrt{h_i^2+(U_i/4)^2}=|h_i|\le2\sum_jJ_{ij}.$$

```lean
/-- Bound on the leakage: for `U ≥ 0` and symmetric nonnegative couplings without diagonal part, the
absolute value of a layer's amplitude in a minimizer, times its `U`, is at most eight times its
total coupling. -/
theorem leakage_bound {U : n → ℝ} {J : n → n → ℝ} (hU : ∀ i, 0 ≤ U i)
    (hs : ∀ i j, J i j = J j i) (hd : ∀ i, J i i = 0) (hJ : ∀ i j, 0 ≤ J i j)
    {x : n → ℝ} (hx : IsMinimizer U J x) (i : n) : |x i| * U i ≤ 8 * ∑ j, J i j := by
  have law := congrArg abs (response_law hU hs hd hx i)
  rw [abs_mul, abs_of_nonneg (Real.sqrt_nonneg _)] at law
  have hR : U i / 4 ≤ √(proximityField J x i ^ 2 + (U i / 4) ^ 2) :=
    Real.le_sqrt_of_sq_le (by nlinarith [sq_nonneg (proximityField J x i)])
  have hF : |proximityField J x i| ≤ 2 * ∑ j, J i j := by
    unfold proximityField
    rw [abs_mul, abs_of_pos (by norm_num : (0 : ℝ) < 2)]
    refine mul_le_mul_of_nonneg_left ((Finset.abs_sum_le_sum_abs _ _).trans
      (Finset.sum_le_sum fun j _ => ?_)) (by norm_num)
    rw [abs_mul, abs_of_nonneg (hJ i j)]
    exact mul_le_of_le_one_right (hJ i j) (hx.1 j)
  have h := mul_le_mul_of_nonneg_left hR (abs_nonneg (x i))
  linarith
```

## (h) Contact with a metal

Let the connected stack have at least two layers, one with $U_k=0$, which stands for the metal. Show that every minimizer has $x_i\ne0$ for all $i$.

**Solution.** If $x=0$ were a minimizer, so would be the state with amplitude 1 in layer $k$ alone, because by (b) its energy is also $E(0)$. That state is nonzero but vanishes in another layer, contradicting (f). So $x\ne0$, and (f) applies.

```lean
/-- Contact with a metal: for `U ≥ 0` and symmetric nonnegative couplings without diagonal part that
connect all layers, if there are at least two layers and one of them has `U = 0`, then every
minimizer is nonzero in all layers. -/
theorem metal_contact [Nontrivial n] {U : n → ℝ} {J : n → n → ℝ} (hU : ∀ i, 0 ≤ U i)
    (hs : ∀ i j, J i j = J j i) (hd : ∀ i, J i i = 0) (hJ : ∀ i j, 0 ≤ J i j)
    (hconn : ∀ i j, Relation.ReflTransGen (fun a b => J a b ≠ 0) i j)
    {k : n} (hk : U k = 0) {x : n → ℝ} (hx : IsMinimizer U J x) (i : n) : x i ≠ 0 := by
  classical
  refine metallic_weight_everywhere hU hs hd hJ hconn hx (fun h0 => ?_) i
  subst h0
  -- the state with weight in layer `k` alone would be a minimizer too
  have hE : energy U J (Function.update 0 k 1) = energy U J 0 := by
    rw [energy_update U hs hd, hk]
    simp [proximityField]
  have hy : IsMinimizer U J (Function.update 0 k 1) := by
    refine ⟨fun a => ?_, fun y hy => hE.le.trans (hx.2 y hy)⟩
    by_cases ha : a = k
    · subst ha
      simp
    · simp [ha]
  have hy0 : Function.update (0 : n → ℝ) k 1 ≠ 0 := by
    intro h
    have h1 := congrFun h k
    simp at h1
  obtain ⟨j, hj⟩ := exists_ne k
  exact metallic_weight_everywhere hU hs hd hJ hconn hy hy0 j (by simp [hj])

end

end MetalMottInterface
```

## Iterating the layer amplitudes

In a numerical solution of this mean-field model with fixed couplings, (d) can be iterated one layer at a time through the update $x_i\leftarrow h_i/\sqrt{h_i^2+(U_i/4)^2}$, defined unless $h_i=U_i=0$. Take two layers with coupling $J>0$, $U_1=0$ and $U_2=80J$, start from $x=(1,0)$, and update layer 2 first. Then $h_2=2J$ and $x_2=2/\sqrt{404}\approx0.0995$, close to the bound $0.1$ from (g). Now $h_1>0$ returns $x_1=1$, and the iteration has converged. The result is a minimizer: by (a), (e) and (h) there is a minimizer with both amplitudes positive, and (d) then forces these two values. The Mott layer carries quasiparticle weight $x_2^2=1/101$.

```lean
#print axioms MetalMottInterface.exists_minimizer
-- 'MetalMottInterface.exists_minimizer' depends on axioms: [propext, Classical.choice, Quot.sound]
#print axioms MetalMottInterface.metallic_weight_everywhere
-- 'MetalMottInterface.metallic_weight_everywhere' depends on axioms: [propext, Classical.choice, Quot.sound]
#print axioms MetalMottInterface.leakage_bound
-- 'MetalMottInterface.leakage_bound' depends on axioms: [propext, Classical.choice, Quot.sound]
#print axioms MetalMottInterface.metal_contact
-- 'MetalMottInterface.metal_contact' depends on axioms: [propext, Classical.choice, Quot.sound]
```
